# Adding vv* to a Hermitian matrix lowers the number of levels up to any energy by 0 or 1

Raise the on-site energy of one orbital in a finite tight-binding model, and every single-particle level may move. How many levels can leave the range up to a fixed energy E?

```lean
import Mathlib

open Matrix

namespace SpectralShift

noncomputable section

/-- Adding `v v*` to a Hermitian matrix leaves it Hermitian. -/
theorem rankOne_isHermitian {n : Type*} {H : Matrix n n ℂ} (hH : H.IsHermitian) (v : n → ℂ) :
    (H + vecMulVec v (star v)).IsHermitian := by
  refine hH.add ?_
  ext i j
  simp [vecMulVec_apply, mul_comm]

variable {n k : Type*} [Fintype n] [DecidableEq n] [Fintype k]

/-- The number of eigenvalues of a Hermitian matrix that are at most `E`, with multiplicity. -/
def levelCount {A : Matrix n n ℂ} (hA : A.IsHermitian) (E : ℝ) : ℕ :=
  (Finset.univ.filter (fun i => hA.eigenvalues i ≤ E)).card

/-- The real part of the quadratic form `x* A x`. -/
def energy (A : Matrix n n ℂ) (x : n → ℂ) : ℝ := (star x ⬝ᵥ A *ᵥ x).re

/-- The spectral shift at energy `E`: the number of levels at most `E` of `H`, minus that
of `H + v v*`. -/
def spectralShift {H : Matrix n n ℂ} (hH : H.IsHermitian) (v : n → ℂ) (E : ℝ) : ℤ :=
  (levelCount hH E : ℤ) - (levelCount (rankOne_isHermitian hH v) E : ℤ)

/-- If the columns of `U` bring `A` to diagonal form, the quadratic form is a weighted sum of
squared amplitudes. -/
theorem energy_diag (A U : Matrix n n ℂ) (d : n → ℝ)
    (h : Uᴴ * A * U = diagonal (fun i => (d i : ℂ))) (c : n → ℂ) :
    energy A (U *ᵥ c) = ∑ i, d i * Complex.normSq (c i) := by
  unfold energy
  rw [star_mulVec, ← dotProduct_mulVec, mulVec_mulVec, mulVec_mulVec, h]
  simp only [dotProduct, mulVec_diagonal, Complex.re_sum]
  refine Finset.sum_congr rfl fun i _ => ?_
  simp [Complex.normSq_apply]
  ring

/-- In the eigenmodes of `A`, the form `x* A x - E x* x` is the sum of the squared amplitudes
weighted by the eigenvalues measured from `E`. -/
theorem exists_modes {A : Matrix n n ℂ} (hA : A.IsHermitian) :
    ∃ U : Matrix n n ℂ, U * Uᴴ = 1 ∧ ∀ (x : n → ℂ) (E : ℝ),
      energy A x - E * energy 1 x
        = ∑ i, (hA.eigenvalues i - E) * Complex.normSq ((Uᴴ *ᵥ x) i) := by
  obtain ⟨U, hU, hAU⟩ : ∃ U : Matrix n n ℂ, Uᴴ * U = 1 ∧
      A * U = U * diagonal (fun i => (hA.eigenvalues i : ℂ)) := by
    refine ⟨(hA.eigenvectorUnitary : Matrix n n ℂ),
      Matrix.mem_unitaryGroup_iff'.mp hA.eigenvectorUnitary.2, ?_⟩
    ext i j
    have h := congrFun (hA.mulVec_eigenvectorBasis j) i
    rw [Matrix.mul_diagonal, Matrix.mul_apply]
    simp only [IsHermitian.eigenvectorUnitary_apply]
    simpa [Matrix.mulVec, dotProduct, mul_comm] using h
  have hU' : U * Uᴴ = 1 := mul_eq_one_comm.mp hU
  refine ⟨U, hU', fun x E => ?_⟩
  have hx : U *ᵥ (Uᴴ *ᵥ x) = x := by rw [mulVec_mulVec, hU', one_mulVec]
  have e1 := energy_diag A U hA.eigenvalues
    (by rw [mul_assoc, hAU, ← mul_assoc, hU, one_mul]) (Uᴴ *ᵥ x)
  have e2 := energy_diag 1 U (fun _ => 1) (by simp [hU]) (Uᴴ *ᵥ x)
  rw [hx] at e1 e2
  rw [e1, e2, Finset.mul_sum, ← Finset.sum_sub_distrib]
  exact Finset.sum_congr rfl fun i _ => by ring

/-- If the form of `B` is at most that of `A` on all vectors obeying linear constraints indexed by
`k`, then `A` has at most `|k|` more levels up to `E` than `B`, where `|k|` is the number of
elements of `k`. -/
theorem levelCount_le_add {A B : Matrix n n ℂ} (hA : A.IsHermitian) (hB : B.IsHermitian)
    (L : (n → ℂ) →ₗ[ℂ] (k → ℂ)) (h : ∀ x, L x = 0 → energy B x ≤ energy A x) (E : ℝ) :
    levelCount hA E ≤ levelCount hB E + Fintype.card k := by
  obtain ⟨U, -, hUA⟩ := exists_modes hA
  obtain ⟨V, hV, hVB⟩ := exists_modes hB
  -- amplitudes on the high modes of A, on the low modes of B, and the constraints
  let F := ((LinearMap.funLeft ℂ ℂ
      (Subtype.val : {i // ¬ hA.eigenvalues i ≤ E} → n)).comp Uᴴ.mulVecLin).prod
    (((LinearMap.funLeft ℂ ℂ
      (Subtype.val : {i // hB.eigenvalues i ≤ E} → n)).comp Vᴴ.mulVecLin).prod L)
  have hF : Function.Injective F := by
    rw [← LinearMap.ker_eq_bot, LinearMap.ker_eq_bot']
    intro x hx
    have h1 : ∀ i, ¬ hA.eigenvalues i ≤ E → (Uᴴ *ᵥ x) i = 0 := fun i hi =>
      congrFun (congrArg (fun p => p.1) hx) ⟨i, hi⟩
    have h2 : ∀ i, hB.eigenvalues i ≤ E → (Vᴴ *ᵥ x) i = 0 := fun i hi =>
      congrFun (congrArg (fun p => p.2.1) hx) ⟨i, hi⟩
    have h3 : L x = 0 := congrArg (fun p => p.2.2) hx
    have hlow : energy A x - E * energy 1 x ≤ 0 := by
      rw [hUA]
      refine Finset.sum_nonpos fun i _ => ?_
      by_cases hi : hA.eigenvalues i ≤ E
      · exact mul_nonpos_of_nonpos_of_nonneg (by linarith) (Complex.normSq_nonneg _)
      · simp [h1 i hi]
    have hterm : ∀ i ∈ Finset.univ,
        0 ≤ (hB.eigenvalues i - E) * Complex.normSq ((Vᴴ *ᵥ x) i) := by
      intro i _
      by_cases hi : hB.eigenvalues i ≤ E
      · simp [h2 i hi]
      · exact mul_nonneg (by linarith [not_le.mp hi]) (Complex.normSq_nonneg _)
    have hzero : ∑ i, (hB.eigenvalues i - E) * Complex.normSq ((Vᴴ *ᵥ x) i) = 0 := by
      refine le_antisymm ?_ (Finset.sum_nonneg hterm)
      rw [← hVB]
      linarith [h x h3]
    -- every amplitude of x on the modes of B vanishes
    have hc : Vᴴ *ᵥ x = 0 := by
      funext i
      by_cases hi : hB.eigenvalues i ≤ E
      · exact h2 i hi
      · have h0 := (Finset.sum_eq_zero_iff_of_nonneg hterm).mp hzero i (Finset.mem_univ i)
        rcases mul_eq_zero.mp h0 with h0 | h0
        · exact absurd (by linarith) hi
        · exact Complex.normSq_eq_zero.mp h0
    rw [← one_mulVec x, ← hV, ← mulVec_mulVec, hc, mulVec_zero]
  have hd := LinearMap.finrank_le_finrank_of_injective hF
  simp only [Module.finrank_prod, Module.finrank_fintype_fun_eq_card] at hd
  have c1 := Fintype.card_subtype_compl (fun i => hA.eigenvalues i ≤ E)
  have c2 := Fintype.card_subtype_le (fun i => hA.eigenvalues i ≤ E)
  have c3 := Fintype.card_subtype (fun i => hA.eigenvalues i ≤ E)
  have c4 := Fintype.card_subtype (fun i => hB.eigenvalues i ≤ E)
  unfold levelCount
  omega

/-- Adding `V V*`, where the columns of `V` are indexed by `k`, never increases the number of levels
up to `E`, and lowers it by at most the number of columns. -/
theorem levelCount_add_gram {H K : Matrix n n ℂ} (hH : H.IsHermitian) (hK : K.IsHermitian)
    (V : Matrix n k ℂ) (h : K = H + V * Vᴴ) (E : ℝ) :
    levelCount hK E ≤ levelCount hH E ∧
      levelCount hH E ≤ levelCount hK E + Fintype.card k := by
  have he : ∀ x, energy K x = energy H x + ∑ j, Complex.normSq ((Vᴴ *ᵥ x) j) := by
    intro x
    have hs : star x ᵥ* V = star (Vᴴ *ᵥ x) := by
      rw [star_mulVec, conjTranspose_conjTranspose]
    unfold energy
    rw [h, add_mulVec, dotProduct_add, Complex.add_re, ← mulVec_mulVec,
      dotProduct_mulVec (star x) V, hs]
    congr 1
    simp only [dotProduct, Complex.re_sum]
    exact Finset.sum_congr rfl fun j _ => by simp [Complex.normSq_apply]
  constructor
  · -- no constraint is needed: the added term is nonnegative
    have := levelCount_le_add hK hH (0 : (n → ℂ) →ₗ[ℂ] (Fin 0 → ℂ)) (fun x _ => by
      rw [he]
      linarith [Finset.sum_nonneg fun j (_ : j ∈ Finset.univ) =>
        Complex.normSq_nonneg ((Vᴴ *ᵥ x) j)]) E
    simpa using this
  · -- on vectors with V* x = 0 the two forms agree
    refine levelCount_le_add hH hK Vᴴ.mulVecLin (fun x hx => ?_) E
    have hx' : Vᴴ *ᵥ x = 0 := hx
    rw [he, hx']
    simp

/-- The spectral shift of a Hermitian matrix under the addition of `v v*` is 0 or 1 at every
energy. -/
theorem spectralShift_eq_zero_or_one {H : Matrix n n ℂ} (hH : H.IsHermitian) (v : n → ℂ)
    (E : ℝ) : spectralShift hH v E = 0 ∨ spectralShift hH v E = 1 := by
  have h := levelCount_add_gram hH (rankOne_isHermitian hH v)
    (Matrix.of fun i (_ : Fin 1) => v i)
    (by ext i j; simp [Matrix.mul_apply, vecMulVec_apply]) E
  rw [Fintype.card_fin] at h
  unfold spectralShift
  omega

/-- Over an energy window `[a, b]` containing the spectrum, the level count integrates to the
sum of the distances of the levels from `b`. -/
theorem integral_levelCount {A : Matrix n n ℂ} (hA : A.IsHermitian) {a b : ℝ}
    (h : ∀ i, a ≤ hA.eigenvalues i ∧ hA.eigenvalues i ≤ b) :
    ∫ E in a..b, (levelCount hA E : ℝ) = ∑ i, (b - hA.eigenvalues i) := by
  have hs : ∀ E, (levelCount hA E : ℝ) = ∑ i, if hA.eigenvalues i ≤ E then (1 : ℝ) else 0 := by
    intro E
    simp [levelCount]
  simp only [hs]
  rw [intervalIntegral.integral_finsetSum]
  · refine Finset.sum_congr rfl fun i _ => ?_
    obtain ⟨h1, h2⟩ := h i
    generalize hA.eigenvalues i = l at h1 h2 ⊢
    have hf : (fun E : ℝ => if l ≤ E then (1 : ℝ) else 0)
        = (Set.Ici l).indicator (fun _ => (1 : ℝ)) := by
      ext E
      simp [Set.indicator_apply]
    have hset : Set.Icc a b ∩ Set.Ici l = Set.Icc l b := by
      ext E
      simp only [Set.mem_inter_iff, Set.mem_Icc, Set.mem_Ici]
      exact ⟨fun q => ⟨q.2, q.1.2⟩, fun q => ⟨⟨h1.trans q.1, q.2⟩, q.1⟩⟩
    rw [intervalIntegral.integral_of_le (h1.trans h2),
      ← MeasureTheory.integral_Icc_eq_integral_Ioc, hf,
      MeasureTheory.setIntegral_indicator measurableSet_Ici, hset,
      MeasureTheory.setIntegral_const]
    simp [h2]
  · intro i _
    apply Monotone.intervalIntegrable
    intro x y hxy
    dsimp only
    split_ifs <;> linarith

/-- Over an energy window `[a, b]` containing both spectra, the spectral shift integrates to the sum
of the squared moduli of the entries of `v`. -/
theorem integral_spectralShift {H : Matrix n n ℂ} (hH : H.IsHermitian) (v : n → ℂ) {a b : ℝ}
    (h : ∀ i, a ≤ hH.eigenvalues i ∧ hH.eigenvalues i ≤ b)
    (h' : ∀ i, a ≤ (rankOne_isHermitian hH v).eigenvalues i ∧
      (rankOne_isHermitian hH v).eigenvalues i ≤ b) :
    ∫ E in a..b, (spectralShift hH v E : ℝ) = ∑ i, Complex.normSq (v i) := by
  have hint : ∀ {A : Matrix n n ℂ} (hA : A.IsHermitian),
      IntervalIntegrable (fun E => (levelCount hA E : ℝ)) MeasureTheory.volume a b := by
    intro A hA
    apply Monotone.intervalIntegrable
    intro x y hxy
    refine Nat.cast_le.mpr (Finset.card_le_card fun i hi => ?_)
    simp only [Finset.mem_filter, Finset.mem_univ, true_and] at hi ⊢
    exact hi.trans hxy
  simp only [spectralShift, Int.cast_sub, Int.cast_natCast]
  rw [intervalIntegral.integral_sub (hint hH) (hint _), integral_levelCount hH h,
    integral_levelCount _ h', Finset.sum_sub_distrib, Finset.sum_sub_distrib]
  -- the total upward shift of the levels is the trace of v v*
  have t1 := congrArg Complex.re hH.trace_eq_sum_eigenvalues
  have t2 := congrArg Complex.re (rankOne_isHermitian hH v).trace_eq_sum_eigenvalues
  have t3 : (vecMulVec v (star v)).trace.re = ∑ i, Complex.normSq (v i) := by
    simp only [Matrix.trace, Matrix.diag_apply, vecMulVec_apply, Complex.re_sum]
    exact Finset.sum_congr rfl fun i _ => by simp [Complex.normSq_apply]
  rw [Matrix.trace_add, Complex.add_re, t3] at t2
  simp only [Complex.re_sum, Complex.coe_algebraMap, Complex.ofReal_re] at t1 t2
  linarith

/-- For nonzero `v` there is an energy at which the spectral shift equals 1. -/
theorem exists_spectralShift_eq_one {H : Matrix n n ℂ} (hH : H.IsHermitian) {v : n → ℂ}
    (hv : v ≠ 0) : ∃ E, spectralShift hH v E = 1 := by
  by_contra hne
  have h0 : ∀ E, spectralShift hH v E = 0 := fun E =>
    (spectralShift_eq_zero_or_one hH v E).resolve_right fun h => hne ⟨E, h⟩
  have hfin := Set.finite_range
    (Sum.elim hH.eigenvalues (rankOne_isHermitian hH v).eigenvalues)
  obtain ⟨a, ha⟩ := hfin.bddBelow
  obtain ⟨b, hb⟩ := hfin.bddAbove
  have ht := integral_spectralShift hH v (a := a) (b := b)
    (fun i => ⟨ha ⟨Sum.inl i, rfl⟩, hb ⟨Sum.inl i, rfl⟩⟩)
    (fun i => ⟨ha ⟨Sum.inr i, rfl⟩, hb ⟨Sum.inr i, rfl⟩⟩)
  simp only [h0, Int.cast_zero, intervalIntegral.integral_zero] at ht
  -- a vanishing integral forces v = 0
  refine hv (funext fun i => Complex.normSq_eq_zero.mp ?_)
  exact (Finset.sum_eq_zero_iff_of_nonneg fun j _ => Complex.normSq_nonneg (v j)).mp
    ht.symm i (Finset.mem_univ i)

end

end SpectralShift
```

```lean
#print axioms SpectralShift.levelCount_add_gram
#print axioms SpectralShift.exists_spectralShift_eq_one
```

```
'SpectralShift.levelCount_add_gram' depends on axioms: [propext, Classical.choice, Quot.sound]
'SpectralShift.exists_spectralShift_eq_one' depends on axioms: [propext, Classical.choice, Quot.sound]
```

## Counting levels before and after

Let H be a Hermitian matrix, v a complex vector and N(A,E) the number of eigenvalues of A that are at most E, counted with multiplicity. The shift is

ξ(E) = N(H,E) − N(H+vv*,E),

and `spectralShift_eq_zero_or_one` says that it is 0 or 1 at every real E. For an orbital j raised by u ≥ 0, take v = √u eⱼ, where eⱼ is the unit vector on that orbital. In such a finite, non-interacting model with orthonormal orbitals, at most one level leaves the range up to E, however large u is. Here each spin state counts as an orbital of its own: if both spin states on a site are raised, the added term is a sum of two matrices of the form vv*, and at most two levels leave.

In Lean, `n` is the finite index type of the basis, and `hH` is the proof that H is Hermitian. `levelCount` counts the indices i with `hH.eigenvalues i ≤ E`, so a level exactly at E is included. The matrix vv* is `vecMulVec v (star v)`, with entries vᵢv̄ⱼ. The vector v need not be normalised: its squared length v*v is the strength of the added term, equal to u in the example. `spectralShift` is defined by subtraction in the integers, so a negative difference would not be cut off at zero, and the theorem has to exclude it.

Three further theorems complete the picture:

- For H + VV*, where the columns of V are indexed by a finite type k with |k| elements, the count drops by between 0 and |k| (`levelCount_add_gram`).
- If [a,b] contains both spectra, the integral of ξ over it is v*v (`integral_spectralShift`).
- If v ≠ 0, then ξ(E) = 1 for some E (`exists_spectralShift_eq_one`).

Everything here is finite-dimensional, so continuous spectra and scattering phases are not covered.

## Comparing two energy forms

Let the columns of a unitary U be eigenvectors of A with eigenvalues λᵢ, and let c = U*x. Then

x*Ax − E x*x = Σᵢ (λᵢ − E)|cᵢ|².

This is `exists_modes`, which applies `energy_diag` once to A and once to the identity.

Now let B be a second Hermitian matrix, with eigenvalues μᵢ and amplitudes dᵢ of x on its eigenvectors. Suppose x*Bx ≤ x*Ax whenever Lx = 0, where L imposes |k| linear constraints. The lemma `levelCount_le_add` states that

N(A,E) ≤ N(B,E) + |k|.

To prove it, require cᵢ = 0 where λᵢ > E, dᵢ = 0 where μᵢ ≤ E, and Lx = 0. Then

0 ≤ Σᵢ (μᵢ − E)|dᵢ|² = x*Bx − E x*x ≤ x*Ax − E x*x = Σᵢ (λᵢ − E)|cᵢ|² ≤ 0.

The first sum therefore vanishes. Its remaining weights are positive, so every dᵢ is zero and x = 0. The linear map `F`, which collects all the required quantities, is thus injective, and its target has at least the dimension of its source:

|n| ≤ (|n| − N(A,E)) + N(B,E) + |k|.

Rearranging, which `omega` does in the code, gives the bound.

## From the comparison to the shift

For K = H + VV*,

x*Kx = x*Hx + Σⱼ |(V*x)ⱼ|².

The added term is nonnegative, so the comparison without constraints gives N(K,E) ≤ N(H,E). Where V*x = 0 the two forms agree, so the comparison with L = V* gives N(H,E) ≤ N(K,E) + |k|. With the single column v, the integer ξ(E) lies between 0 and 1.

For the integral, a level λᵢ in [a,b] is counted from λᵢ up to b and contributes b − λᵢ. Writing μᵢ now for the eigenvalues of H + vv*, subtraction gives

∫ₐᵇ ξ(E) dE = Σᵢ (μᵢ − λᵢ) = tr(H+vv*) − tr H = Σᵢ |vᵢ|².

If ξ never equalled 1, it would be 0 everywhere. Any window containing both finite spectra would then give v*v = 0, hence v = 0.

## A non-Hermitian matrix that breaks the bound

Real eigenvalues alone are not enough. Take

H = [[1, 8], [0, 1]], v = (1, 1), H + vv* = [[2, 9], [1, 2]].

H has the eigenvalue 1 twice, while H + vv* has −1 and 5. At E = 0 the counts are 0 and 1, so the difference is −1.
